# Counting the reduced matrix elements of operators covariant under a finite group

Take a system whose symmetry is the tetrahedral rotation group, two threefold degenerate levels whose states $x,y,z$ and $x',y',z'$ transform like the coordinates along the twofold axes, and a vector operator $V$ between them. Carrying over the single reduced matrix element of full rotational symmetry forces $\langle x|V_z|y'\rangle=-\langle y|V_z|x'\rangle$. The tetrahedral rotation group imposes no such relation: the two numbers are independent, and a fit with one constant is in general inadequate. The problems below count the constants for any finite group and levels of finite dimension, as needed when parametrising couplings between degenerate electronic levels.

## Covariant families and the group action

Let $D_1$, $D_2$ and $R$ be complex matrix representations of a group $G$, with characters $\chi_1,\chi_2,\chi_R$. They need be neither irreducible nor unitary. $D_2$ acts on the initial states, $D_1$ on the final ones, and $R$ mixes the operator components. In orthonormal bases the block $T_a$ holds the matrix elements of component $a$; in other bases it holds the expansion coefficients of that component's action, projected onto the final level. The family is covariant if

$$D_1(g)\,T_a\,D_2(g^{-1})=\sum_b R(g)_{ba}T_b\qquad\text{for all } g,a.$$

In Lean a representation is a homomorphism `G →* Matrix m m ℂ`, a family is a function `r → Matrix m n ℂ`, and the covariant families form the subspace `tensorOperators`, written $W$ here. Half-integer spin is in general treated with the double group; time reversal and Hermiticity can impose further conditions, or relate a block to the one in the reverse direction, and $W$ ignores this. That an operator on the full Hilbert space yields such blocks between two symmetry-invariant levels is the physical input.

```lean
import Mathlib

open Matrix Module

namespace ReducedMatrixElements

noncomputable section

variable {G m n r : Type*} [Group G] [Fintype m] [Fintype n] [Fintype r]
  [DecidableEq m] [DecidableEq n] [DecidableEq r]

/-- The space of operator families `T a` whose components transform among themselves
by the representation `R`, between states transforming by `D2` and by `D1`. -/
def tensorOperators (D1 : G →* Matrix m m ℂ) (D2 : G →* Matrix n n ℂ)
    (R : G →* Matrix r r ℂ) : Submodule ℂ (r → Matrix m n ℂ) where
  carrier := {T | ∀ g a, D1 g * T a * D2 g⁻¹ = ∑ b, R g b a • T b}
  zero_mem' := by
    intro g a
    simp
  add_mem' := by
    intro S T hS hT g a
    simp only [Pi.add_apply, Matrix.mul_add, Matrix.add_mul, smul_add,
      Finset.sum_add_distrib]
    rw [hS g a, hT g a]
  smul_mem' := by
    intro c T hT g a
    simp only [Pi.smul_apply, Matrix.mul_smul, Matrix.smul_mul]
    rw [hT g a, Finset.smul_sum]
    exact Finset.sum_congr rfl fun b _ => smul_comm _ _ _
```

The group acts on every family, covariant or not, by `transform`:

$$(g\cdot T)_a=\sum_b R(g^{-1})_{ba}\,D_1(g)\,T_b\,D_2(g^{-1}).$$

```lean
/-- The action of a group element on an arbitrary operator family: the operators are
transformed by `D1` and `D2`, and their labels are mixed by the inverse of `R g`. -/
def transform (D1 : G →* Matrix m m ℂ) (D2 : G →* Matrix n n ℂ)
    (R : G →* Matrix r r ℂ) (g : G) : (r → Matrix m n ℂ) →ₗ[ℂ] (r → Matrix m n ℂ) where
  toFun T a := ∑ b, R g⁻¹ b a • (D1 g * T b * D2 g⁻¹)
  map_add' S T := by
    funext a
    simp only [Pi.add_apply, Matrix.mul_add, Matrix.add_mul, smul_add,
      Finset.sum_add_distrib]
  map_smul' c T := by
    funext a
    simp only [Pi.smul_apply, RingHom.id_apply, Matrix.mul_smul, Matrix.smul_mul,
      Finset.smul_sum]
    exact Finset.sum_congr rfl fun b _ => smul_comm _ _ _
```

For finite $G$, `average` is $P=\frac1{|G|}\sum_g g\,\cdot$.

```lean
/-- The average of the transformed operator families over the finite group. -/
def average [Fintype G] (D1 : G →* Matrix m m ℂ) (D2 : G →* Matrix n n ℂ)
    (R : G →* Matrix r r ℂ) : (r → Matrix m n ℂ) →ₗ[ℂ] (r → Matrix m n ℂ) :=
  (Fintype.card G : ℂ)⁻¹ • ∑ g, transform D1 D2 R g
```

The map `entries` lists a family as the numbers $(T_a)_{ij}$, which supplies a basis for traces.

```lean
/-- An operator family listed as the collection of all its matrix entries. -/
def entries : (r → Matrix m n ℂ) ≃ₗ[ℂ] (r × m × n → ℂ) where
  toFun T x := T x.1 x.2.1 x.2.2
  invFun f a := Matrix.of fun i j => f (a, i, j)
  map_add' _ _ := rfl
  map_smul' _ _ := rfl
  left_inv _ := rfl
  right_inv _ := rfl
```

## (a) Mixing the labels twice

For matrices $A,B$ and a family $X$, show that two successive mixings are one:

$$\sum_b B_{ba}\sum_c A_{cb}X_c=\sum_c (AB)_{ca}X_c.$$

**Solution.** Exchange the sums. The coefficient of $X_c$ is $\sum_b A_{cb}B_{ba}=(AB)_{ca}$. In Lean the exchange is `Finset.sum_comm`.

```lean
omit [Fintype m] [Fintype n] [DecidableEq m] [DecidableEq n] [DecidableEq r] in
/-- Mixing the labels of an operator family by two matrices in succession is mixing them
by the matrix product. -/
theorem mix_mix (A B : Matrix r r ℂ) (X : r → Matrix m n ℂ) (a : r) :
    ∑ b, B b a • ∑ c, A c b • X c = ∑ c, (A * B) c a • X c := by
  simp only [Finset.smul_sum, smul_smul, Matrix.mul_apply, Finset.sum_smul]
  rw [Finset.sum_comm]
  exact Finset.sum_congr rfl fun c _ => Finset.sum_congr rfl fun b _ => by rw [mul_comm]
```

## (b) The action respects products

Show that $g\cdot(h\cdot T)=(gh)\cdot T$.

**Solution.** Moving the outer matrices inside the inner sum gives

$$(g\cdot(h\cdot T))_a=\sum_b R(g^{-1})_{ba}\sum_c R(h^{-1})_{cb}\,D_1(gh)\,T_c\,D_2((gh)^{-1}).$$

By (a) the labels are mixed by $R(h^{-1})R(g^{-1})=R((gh)^{-1})$, which is the claim. The displayed regrouping is `key` in the proof.

```lean
/-- Transforming an operator family by `h` and then by `g` is transforming it by `g * h`. -/
theorem transform_mul (D1 : G →* Matrix m m ℂ) (D2 : G →* Matrix n n ℂ)
    (R : G →* Matrix r r ℂ) (g h : G) (T : r → Matrix m n ℂ) :
    transform D1 D2 R g (transform D1 D2 R h T) = transform D1 D2 R (g * h) T := by
  funext a
  change ∑ b, R g⁻¹ b a • (D1 g * (∑ c, R h⁻¹ c b • (D1 h * T c * D2 h⁻¹)) * D2 g⁻¹)
    = ∑ c, R (g * h)⁻¹ c a • (D1 (g * h) * T c * D2 (g * h)⁻¹)
  have key : ∀ b, D1 g * (∑ c, R h⁻¹ c b • (D1 h * T c * D2 h⁻¹)) * D2 g⁻¹
      = ∑ c, R h⁻¹ c b • (D1 (g * h) * T c * D2 (g * h)⁻¹) := by
    intro b
    simp only [Matrix.mul_sum, Matrix.sum_mul, Matrix.mul_smul, Matrix.smul_mul,
      _root_.mul_inv_rev, map_mul, Matrix.mul_assoc]
  simp_rw [key]
  rw [mix_mix (R h⁻¹) (R g⁻¹), ← map_mul R, ← _root_.mul_inv_rev]
```

## (c) Covariant means fixed

Show that $T\in W$ if and only if $g\cdot T=T$ for all $g$.

**Solution.** If $T$ is covariant, insert the defining relation and use (a):

$$(g\cdot T)_a=\sum_b R(g^{-1})_{ba}\sum_c R(g)_{cb}T_c=\sum_c\big(R(g)R(g^{-1})\big)_{ca}T_c=T_a.$$

Conversely, if $T$ is fixed, replace each $T_b$ by $(g\cdot T)_b$:

$$\sum_b R(g)_{ba}T_b=\sum_c\big(R(g^{-1})R(g)\big)_{ca}D_1(g)T_cD_2(g^{-1})=D_1(g)T_aD_2(g^{-1}).$$

The two branches after `constructor` are these two computations; `one_mix` says that the unit matrix mixes nothing.

```lean
/-- An operator family transforms by `R` exactly when every group element leaves it fixed. -/
theorem mem_tensorOperators_iff (D1 : G →* Matrix m m ℂ) (D2 : G →* Matrix n n ℂ)
    (R : G →* Matrix r r ℂ) (T : r → Matrix m n ℂ) :
    T ∈ tensorOperators D1 D2 R ↔ ∀ g, transform D1 D2 R g T = T := by
  have one_mix : ∀ (X : r → Matrix m n ℂ) (a : r),
      ∑ c, (1 : Matrix r r ℂ) c a • X c = X a := by
    intro X a
    simp [Matrix.one_apply]
  constructor
  · intro hT g
    have hT' : ∀ g a, D1 g * T a * D2 g⁻¹ = ∑ b, R g b a • T b := hT
    funext a
    change ∑ b, R g⁻¹ b a • (D1 g * T b * D2 g⁻¹) = T a
    simp_rw [hT' g]
    rw [mix_mix (R g) (R g⁻¹), ← map_mul R, mul_inv_cancel, map_one, one_mix]
  · intro hT g a
    have h : ∀ b, T b = ∑ c, R g⁻¹ c b • (D1 g * T c * D2 g⁻¹) :=
      fun b => (congrFun (hT g) b).symm
    symm
    calc ∑ b, R g b a • T b
        = ∑ b, R g b a • ∑ c, R g⁻¹ c b • (D1 g * T c * D2 g⁻¹) :=
          Finset.sum_congr rfl fun b _ => congrArg (fun Y => R g b a • Y) (h b)
      _ = D1 g * T a * D2 g⁻¹ := by
          rw [mix_mix (R g⁻¹) (R g), ← map_mul R, inv_mul_cancel, map_one,
            one_mix (fun c => D1 g * T c * D2 g⁻¹)]
```

## (d) The average projects onto $W$

For finite $G$, show that $PT\in W$ for every $T$, and $PT=T$ for $T\in W$.

**Solution.** By (b),

$$h\cdot(PT)=\frac1{|G|}\sum_g (hg)\cdot T=PT,$$

since $g\mapsto hg$ permutes the group; (c) then gives $PT\in W$. If $T\in W$, all $|G|$ terms of the average equal $T$, so $PT=T$. `LinearMap.IsProj` consists of these two properties, and `Equiv.mulLeft h` is the permutation.

```lean
/-- The group average is a projector onto the operator families that transform by `R`. -/
theorem average_isProj [Fintype G] (D1 : G →* Matrix m m ℂ) (D2 : G →* Matrix n n ℂ)
    (R : G →* Matrix r r ℂ) :
    LinearMap.IsProj (tensorOperators D1 D2 R) (average D1 D2 R) where
  map_mem T := by
    rw [mem_tensorOperators_iff]
    intro h
    simp only [average, LinearMap.smul_apply, LinearMap.sum_apply, map_smul, map_sum,
      transform_mul]
    congr 1
    -- left multiplication by `h` only permutes the group elements
    exact Fintype.sum_equiv (Equiv.mulLeft h) _ _ (fun g => rfl)
  map_id T hT := by
    rw [mem_tensorOperators_iff] at hT
    have hc : (Fintype.card G : ℂ) ≠ 0 := Nat.cast_ne_zero.mpr Fintype.card_ne_zero
    simp only [average, LinearMap.smul_apply, LinearMap.sum_apply, hT]
    rw [Finset.sum_const, Finset.card_univ, ← Nat.cast_smul_eq_nsmul ℂ, smul_smul,
      inv_mul_cancel₀ hc, one_smul]
```

## (e) The trace of one transformation

Show that

$$\operatorname{tr}(g\,\cdot)=\chi_R(g^{-1})\,\chi_1(g)\,\chi_2(g^{-1}).$$

**Solution.** In entries,

$$\big((g\cdot T)_a\big)_{ij}=\sum_{b,k,l}R(g^{-1})_{ba}D_1(g)_{ik}(T_b)_{kl}D_2(g^{-1})_{lj}.$$

The diagonal coefficient has $b=a$, $k=i$, $l=j$ and equals $R(g^{-1})_{aa}D_1(g)_{ii}D_2(g^{-1})_{jj}$. Summing over $a,i,j$ factorises into three traces. Here `key` is the diagonal coefficient, found by applying the action to a family with a single entry 1 (`hs`).

```lean
/-- The character of the action on operator families is the product of the three
characters, with `R` and `D2` taken at the inverse element. -/
theorem trace_transform (D1 : G →* Matrix m m ℂ) (D2 : G →* Matrix n n ℂ)
    (R : G →* Matrix r r ℂ) (g : G) :
    LinearMap.trace ℂ _ (transform D1 D2 R g)
      = (R g⁻¹).trace * ((D1 g).trace * (D2 g⁻¹).trace) := by
  -- the diagonal element belonging to one matrix entry of one component
  have key : ∀ x : r × m × n,
      entries (transform D1 D2 R g (entries.symm (Pi.single x 1))) x
        = R g⁻¹ x.1 x.1 * (D1 g x.2.1 x.2.1 * D2 g⁻¹ x.2.2 x.2.2) := by
    rintro ⟨a, i, j⟩
    have hs : (entries.symm (Pi.single (a, i, j) 1) : r → Matrix m n ℂ)
        = Pi.single a (Matrix.single i j 1) := by
      funext b
      ext k l
      change (Pi.single (a, i, j) (1 : ℂ) : r × m × n → ℂ) (b, k, l) = _
      rcases eq_or_ne a b with rfl | hb
      · rcases eq_or_ne i k with rfl | hk
        · rcases eq_or_ne j l with rfl | hl
          · simp
          · simp [hl, hl.symm]
        · simp [hk, hk.symm]
      · simp [hb.symm]
    rw [hs]
    change (∑ b, R g⁻¹ b a • (D1 g * (Pi.single a (Matrix.single i j 1) :
      r → Matrix m n ℂ) b * D2 g⁻¹)) i j = _
    rw [Finset.sum_eq_single a (fun b _ hb => by simp [Pi.single_eq_of_ne hb])
      (fun h => absurd (Finset.mem_univ a) h), Pi.single_eq_same, Matrix.smul_apply,
      smul_eq_mul]
    congr 1
    simp [Matrix.mul_apply, Matrix.single_apply, ite_and]
  rw [LinearMap.trace_eq_matrix_trace ℂ (Module.Basis.ofEquivFun entries), Matrix.trace]
  simp only [Matrix.diag_apply, LinearMap.toMatrix_apply,
    Module.Basis.ofEquivFun_repr_apply, Module.Basis.coe_ofEquivFun, key]
  simp_rw [Fintype.sum_prod_type, ← Finset.mul_sum, ← Finset.sum_mul]
  rfl
```

## (f) The number of independent families

For finite $G$, show that

$$\dim W=\frac1{|G|}\sum_g\chi_1(g^{-1})\,\chi_R(g)\,\chi_2(g).$$

**Solution.** In a basis adapted to $W\oplus\ker P$, the projector is diagonal with $\dim W$ ones and otherwise zeros, so $\dim W=\operatorname{tr}P$. By (e),

$$\operatorname{tr}P=\frac1{|G|}\sum_g\chi_R(g^{-1})\chi_1(g)\chi_2(g^{-1}),$$

and relabelling $g\to g^{-1}$ (`Equiv.inv G`) gives the formula. Lean reads the dimension `finrank` as a complex number, to match the right-hand side.

For the opening example, all three characters are $3$ at the identity, $-1$ at three twofold rotations and $0$ at eight threefold ones. The count is $(27-3)/12=2$.

```lean
/-- For a finite group, the number of linearly independent operator families transforming
by `R` between `D2` and `D1` is the group average of the product of characters. -/
theorem finrank_tensorOperators [Fintype G] (D1 : G →* Matrix m m ℂ)
    (D2 : G →* Matrix n n ℂ) (R : G →* Matrix r r ℂ) :
    (finrank ℂ (tensorOperators D1 D2 R) : ℂ) = (Fintype.card G : ℂ)⁻¹ *
      ∑ g, (D1 g⁻¹).trace * (R g).trace * (D2 g).trace := by
  -- the dimension of the range of a projector is its trace
  rw [← (average_isProj D1 D2 R).trace, average, map_smul, map_sum, smul_eq_mul]
  congr 1
  refine Fintype.sum_equiv (Equiv.inv G) _ _ (fun g => ?_)
  rw [trace_transform]
  simp only [Equiv.inv_apply, inv_inv]
  ring
```

## (g) The selection rule and its converse

For finite $G$, show that every covariant family vanishes if and only if

$$\sum_g\chi_1(g^{-1})\,\chi_R(g)\,\chi_2(g)=0.$$

**Solution.** $W=\{0\}$ exactly when $\dim W=0$, and the factor $1/|G|$ in (f) is nonzero. A nonzero sum means that some nonzero covariant family exists; a particular operator may still vanish.

```lean
/-- Selection rule with its converse, for a finite group: all operator families transforming
by `R` between `D2` and `D1` vanish exactly when the sum of character products is zero. -/
theorem forbidden_iff [Fintype G] (D1 : G →* Matrix m m ℂ) (D2 : G →* Matrix n n ℂ)
    (R : G →* Matrix r r ℂ) :
    (∀ T ∈ tensorOperators D1 D2 R, T = 0) ↔
      ∑ g, (D1 g⁻¹).trace * (R g).trace * (D2 g).trace = 0 := by
  have hc : (Fintype.card G : ℂ)⁻¹ ≠ 0 :=
    inv_ne_zero (Nat.cast_ne_zero.mpr Fintype.card_ne_zero)
  rw [← Submodule.eq_bot_iff, ← Submodule.finrank_eq_zero (R := ℂ),
    ← Nat.cast_eq_zero (R := ℂ), finrank_tensorOperators, mul_eq_zero, or_iff_right hc]
```

## (h) Reduced matrix elements as coordinates

Suppose the character average in (f) equals $N$. Find fixed $B_k\in W$, with $k$ running over $N$ labels, such that every $T\in W$ has exactly one set of coefficients $c_k$ with

$$T_a=\sum_k c_k\,(B_k)_a\qquad\text{for all }a.$$

**Solution.** By (f), $\dim W=N$. Choose a basis $B_k$ of $W$, expand $T$ in it and read off component $a$. The coefficients do not depend on $a$, and they are unique because the $B_k$ are independent. The last two bullets of the proof are this expansion and this uniqueness.

The $c_k$ are the reduced matrix elements relative to the chosen basis. For irreducible unitary representations the $B_k$ can be chosen as Clebsch–Gordan coefficients, up to normalisation and complex conjugation, as in the Wigner–Eckart theorem; here they are any basis of $W$, shown to exist and not computed.

```lean
/-- If the character formula of a finite group gives `N`, there are `N` fixed operator
families such that every family transforming by `R` is a combination of them with unique
coefficients, the same for all components: its reduced matrix elements. -/
theorem exists_reduced_matrix_elements [Fintype G] (D1 : G →* Matrix m m ℂ)
    (D2 : G →* Matrix n n ℂ) (R : G →* Matrix r r ℂ) (N : ℕ)
    (hN : (Fintype.card G : ℂ)⁻¹ *
      ∑ g, (D1 g⁻¹).trace * (R g).trace * (D2 g).trace = N) :
    ∃ B : Fin N → r → Matrix m n ℂ, (∀ k, B k ∈ tensorOperators D1 D2 R) ∧
      ∀ T ∈ tensorOperators D1 D2 R, ∃! c : Fin N → ℂ, ∀ a, T a = ∑ k, c k • B k a := by
  have hdim : finrank ℂ (tensorOperators D1 D2 R) = N := by
    have h := finrank_tensorOperators D1 D2 R
    rw [hN] at h
    exact_mod_cast h
  let b := Module.finBasisOfFinrankEq ℂ (tensorOperators D1 D2 R) hdim
  refine ⟨fun k => (b k : r → Matrix m n ℂ), fun k => (b k).2, fun T hT => ?_⟩
  refine ⟨b.equivFun ⟨T, hT⟩, fun a => ?_, fun c hc => ?_⟩
  · -- expand the given family in the basis and read off component `a`
    have h := congrArg (tensorOperators D1 D2 R).subtype (b.sum_equivFun ⟨T, hT⟩)
    simp only [map_sum, map_smul, Submodule.subtype_apply] at h
    have ha := congrFun h a
    rw [Finset.sum_apply] at ha
    exact ha.symm
  · -- equal combinations of basis families have equal coefficients
    apply (LinearEquiv.symm_apply_eq b.equivFun).1
    rw [Module.Basis.equivFun_symm_apply]
    apply Subtype.ext
    funext a
    simpa [Finset.sum_apply] using (hc a).symm

end

end ReducedMatrixElements
```

```lean
#print axioms ReducedMatrixElements.forbidden_iff
#print axioms ReducedMatrixElements.exists_reduced_matrix_elements
```

```
'ReducedMatrixElements.forbidden_iff' depends on axioms: [propext, Classical.choice, Quot.sound]
'ReducedMatrixElements.exists_reduced_matrix_elements' depends on axioms: [propext, Classical.choice, Quot.sound]
```

## Independent components of a material tensor

The same averaging, applied to rank-$k$ polar tensors without index symmetry, counts the components that a finite point group leaves free: $\frac1{|G|}\sum_g\chi_V(g)^k$, where $\chi_V$ is the character of the ordinary vector representation. This is (f) with $D_1$ and $D_2$ the trivial one-dimensional representation and $R$ the $k$-fold tensor power of the vector representation; the special case is not stated in Lean.
